# Closed form of the momentum integral for the lowest-Landau-level magnetoexciton

The energy of a lowest-Landau-level magnetoexciton can be introduced as an eigenvalue of a two-particle Hamiltonian or as an explicit integral over momentum transfer. Here it is the integral. An electron and a hole move in a plane in a strong perpendicular magnetic field, and both are restricted to their lowest Landau level. The pair momentum \(K\), which is the conserved pseudomomentum of the neutral pair and not its kinetic momentum, then fixes the relative state, and the energy, measured from the sum of the two zero-point energies, is the expectation value of the Coulomb attraction in that state. The reduction from the Hamiltonian to this expectation value is taken as physical input.

The formulas use Gaussian units, and momenta are given as wave vectors. Lengths are in units of the magnetic length \(l\), for which \(2\pi l^2\) is the area threaded by one flux quantum \(hc/e\). Momenta are in units of \(1/l\) and energies in units of \(e^2/(\epsilon l)\), with \(e\) the elementary charge and \(\epsilon\) the dielectric constant. Minus the energy is the binding energy

\[
B(K)=\frac{1}{(2\pi)^2}\int_0^{2\pi}\!d\theta\int_0^\infty\! dq\;q\,\frac{2\pi}{q}\,e^{-q^2/2}\cos(qK\cos\theta).
\]

Here \(q\) is the magnitude of the momentum transfer, \(2\pi/q\) is the planar Coulomb interaction, and \(e^{-q^2/2}\) is the product of the electron and hole form factors. For \(K\ne0\) the angle \(\theta\) is measured from the direction of the mean electron–hole separation, which is perpendicular to the pair momentum; at \(K=0\) the mean separation vanishes and any direction will do. Only the cosine of the phase appears, because the sine part is odd under reversal of the momentum transfer.

## From the plane integral to a Bessel function

The claim is that, for every real \(K\),

\[
B(K)=\sqrt{\tfrac{\pi}{2}}\;e^{-K^2/4}\,I_0\!\left(\tfrac{K^2}{4}\right),\qquad
I_0(x)=\frac1\pi\int_0^\pi e^{x\cos t}\,dt .
\]

The factor \(q\) of the area element cancels the Coulomb singularity:

\[
B(K)=\frac{1}{2\pi}\int_0^{2\pi}\!d\theta\int_0^\infty\! dq\;e^{-q^2/2}\cos(qK\cos\theta).
\]

For the radial integral, set \(a=K\cos\theta\). Since \(-q^2/2+iqa=-(q-ia)^2/2-a^2/2\), shifting the contour gives

\[
\int_{-\infty}^{\infty}e^{-q^2/2}e^{iqa}\,dq=\sqrt{2\pi}\,e^{-a^2/2}.
\]

The real part of the integrand is even in \(q\), so the half line contributes half of this value, \(\sqrt{\pi/2}\,e^{-a^2/2}\). Hence

\[
B(K)=\sqrt{\tfrac{\pi}{2}}\;\frac{1}{2\pi}\int_0^{2\pi}e^{-K^2\cos^2\theta/2}\,d\theta .
\]

Now use \(\cos^2\theta=(1+\cos2\theta)/2\) and write \(x=K^2/4\). The integrand becomes \(e^{-x}e^{-x\cos2\theta}\). With \(u=2\theta\) and the period \(2\pi\) of the cosine,

\[
\int_0^{2\pi}e^{-x\cos2\theta}d\theta=\frac12\int_0^{4\pi}e^{-x\cos u}du=\int_0^{2\pi}e^{-x\cos u}du .
\]

Substituting \(u=\pi-t\) on \([0,\pi]\) and \(u=\pi+t\) on \([\pi,2\pi]\) turns each half into \(\int_0^\pi e^{x\cos t}dt=\pi I_0(x)\). The sum is \(2\pi I_0(x)\), which gives the claim.

## Monotonicity and small momentum

The angular average also shows how \(B\) depends on \(K\). If \(0\le K<L\), then \(e^{-L^2\cos^2\theta/2}\le e^{-K^2\cos^2\theta/2}\) at every angle, strictly at \(\theta=0\). Both sides are continuous, so \(B(L)<B(K)\).

For small momentum, put \(y=K^2\cos^2\theta/2\ge0\) and use

\[
1-y\le e^{-y}\le 1-y+\tfrac{y^2}{2}.
\]

The upper bound follows from \(e^y\ge1+y+y^2/2\) and \((1-y+y^2/2)(1+y+y^2/2)=1+y^4/4\ge1\). The average of \(\cos^2\theta\) is \(1/2\), and \(\cos^4\theta\le1\), so

\[
\sqrt{\tfrac\pi2}\left(1-\tfrac{K^2}{4}\right)\le B(K)\le\sqrt{\tfrac\pi2}\left(1-\tfrac{K^2}{4}+\tfrac{K^4}{8}\right).
\]

For an ideal two-dimensional pair without Landau-level mixing, the closed form is a reference value against which a numerical Bethe–Salpeter calculation in the strong-field limit can be compared, provided that the calculation uses the same \(1/r\) attraction with constant \(\epsilon\) and leaves out electron–hole exchange.

## The integral and the Bessel function in Lean

```lean
import Mathlib

open MeasureTheory Set
open scoped Real

namespace MagnetoexcitonDispersion

noncomputable section
```

The interaction is a real function of the magnitude of the momentum transfer.

```lean
/-- The Coulomb interaction in the plane as a function of the momentum transfer `q > 0`,
in units where the squared charge over the dielectric constant is one. -/
def coulomb (q : ℝ) : ℝ := 2 * π / q
```

The function `binding` is \(B(K)\) before any cancellation: `coulomb q`, the form factor with its phase, and the final factor `q` of the area element stand separately. The plane integral is an iterated one, with the angle outside and `Ioi (0 : ℝ)`, the open half line \(q>0\), inside.

```lean
/-- Minus the energy of the lowest-Landau-level magnetoexciton of momentum `K`, measured from the
sum of the electron and hole zero-point energies: the Coulomb interaction with Gaussian form factor
and phase, integrated over the momentum plane in polar coordinates. Lengths are in units of the
magnetic length. -/
def binding (K : ℝ) : ℝ :=
  1 / (2 * π) ^ 2 * ∫ θ in (0 : ℝ)..(2 * π), ∫ q in Ioi (0 : ℝ),
    coulomb q * (Real.exp (-q ^ 2 / 2) * Real.cos (q * (K * Real.cos θ))) * q
```

The definition fixes the idealisations: zero layer thickness, a \(1/r\) attraction screened only by the constant \(\epsilon\), no electron–hole exchange, and no higher Landau levels.

The Bessel function is defined by its integral over half a turn; its differential equation and power series play no part.

```lean
/-- The modified Bessel function of order zero, as an integral over half a turn. -/
def besselI0 (x : ℝ) : ℝ := 1 / π * ∫ t in (0 : ℝ)..π, Real.exp (x * Real.cos t)
```

## The radial integral

```lean
/-- The Gaussian form factor is integrable over the line. -/
theorem gaussian_integrable : Integrable (fun q : ℝ => Real.exp (-q ^ 2 / 2)) := by
  have h := integrable_exp_neg_mul_sq (b := (1 / 2 : ℝ)) (by norm_num)
  refine h.congr (Filter.Eventually.of_forall fun x => ?_)
  show Real.exp (-(1 / 2) * x ^ 2) = Real.exp (-x ^ 2 / 2)
  congr 1
  ring
```

The Gaussian bounds the oscillating integrand, because the cosine is at most one in magnitude. This matters because Lean assigns the value zero to a divergent integral; the next lemma shows that the radial integral converges.

```lean
/-- The radial momentum integral converges absolutely for every phase parameter `a`. -/
theorem radial_integrable (a : ℝ) :
    IntegrableOn (fun q : ℝ => Real.exp (-q ^ 2 / 2) * Real.cos (q * a)) (Ioi 0) := by
  have hc : Continuous (fun q : ℝ => Real.exp (-q ^ 2 / 2) * Real.cos (q * a)) := by fun_prop
  refine (gaussian_integrable.mono' hc.aestronglyMeasurable
    (Filter.Eventually.of_forall fun q => ?_)).integrableOn
  rw [Real.norm_eq_abs, abs_mul, Real.abs_exp]
  exact mul_le_of_le_one_right (Real.exp_pos _).le (Real.abs_cos_le_one _)
```

The half-line formula follows the derivation above. The complex integrand is integrable (`hi`), and its value over the line (`hval`) comes from Mathlib's Gaussian Fourier integral with parameter \(1/2\), which replaces the contour shift. Taking the real part gives `hre`; evenness, through `integral_comp_abs`, relates the line to the half line. The last step uses \(\sqrt{2\pi}=2\sqrt{\pi/2}\).

```lean
/-- The radial momentum integral is a Gaussian in the phase parameter `a`. -/
theorem radial_integral (a : ℝ) :
    ∫ q in Ioi (0 : ℝ), Real.exp (-q ^ 2 / 2) * Real.cos (q * a)
      = √(π / 2) * Real.exp (-a ^ 2 / 2) := by
  have hc : Continuous (fun x : ℝ => ((Real.exp (-x ^ 2 / 2) : ℝ) : ℂ) *
      Complex.exp (((x * a : ℝ) : ℂ) * Complex.I)) := by fun_prop
  have hi : Integrable (fun x : ℝ => ((Real.exp (-x ^ 2 / 2) : ℝ) : ℂ) *
      Complex.exp (((x * a : ℝ) : ℂ) * Complex.I)) := by
    refine gaussian_integrable.mono' hc.aestronglyMeasurable
      (Filter.Eventually.of_forall fun x => le_of_eq ?_)
    rw [norm_mul, Complex.norm_exp_ofReal_mul_I, mul_one, Complex.norm_real,
      Real.norm_eq_abs, Real.abs_exp]
  -- the Fourier transform of the Gaussian over the whole line
  have hval : ∫ x : ℝ, ((Real.exp (-x ^ 2 / 2) : ℝ) : ℂ) *
      Complex.exp (((x * a : ℝ) : ℂ) * Complex.I)
      = ((√(2 * π) * Real.exp (-a ^ 2 / 2) : ℝ) : ℂ) := by
    have h := fourierIntegral_gaussian (b := (1 / 2 : ℂ)) (by norm_num) (a : ℂ)
    have hs : ((π : ℂ) / (1 / 2)) ^ (1 / 2 : ℂ) = ((√(2 * π) : ℝ) : ℂ) := by
      rw [Real.sqrt_eq_rpow, Complex.ofReal_cpow (by positivity)]
      push_cast
      congr 1
      ring
    rw [hs] at h
    calc _ = ∫ x : ℝ, Complex.exp (Complex.I * a * x) * Complex.exp (-(1 / 2) * x ^ 2) := by
          congr 1
          funext x
          push_cast
          rw [← Complex.exp_add, ← Complex.exp_add]
          congr 1
          ring
      _ = _ := by
          rw [h]
          push_cast
          congr 2
          ring
  -- its real part, and the half line by evenness
  have hre := Complex.reCLM.integral_comp_comm hi
  rw [hval] at hre
  simp only [Complex.reCLM_apply, Complex.re_ofReal_mul, Complex.exp_ofReal_mul_I_re,
    Complex.ofReal_re] at hre
  have he : ∀ x : ℝ, Real.exp (-|x| ^ 2 / 2) * Real.cos (|x| * a)
      = Real.exp (-x ^ 2 / 2) * Real.cos (x * a) := by
    intro x
    rcases abs_choice x with h | h
    · rw [h]
    · rw [h, neg_sq, neg_mul, Real.cos_neg]
  have habs := integral_comp_abs (f := fun x : ℝ => Real.exp (-x ^ 2 / 2) * Real.cos (x * a))
  simp only [he] at habs
  have hs : √(2 * π) = 2 * √(π / 2) := by
    rw [show 2 * π = 2 ^ 2 * (π / 2) by ring, Real.sqrt_mul (by positivity),
      Real.sqrt_sq (by norm_num)]
  rw [hre, hs] at habs
  linarith
```

## The angular average and its closed form

The Coulomb singularity cancels pointwise for \(q>0\), and one factor \(2\pi\) then comes out of the integral.

```lean
/-- The area element of the momentum plane cancels the Coulomb singularity. -/
theorem binding_eq_integral (K : ℝ) :
    binding K = 1 / (2 * π) * ∫ θ in (0 : ℝ)..(2 * π), ∫ q in Ioi (0 : ℝ),
      Real.exp (-q ^ 2 / 2) * Real.cos (q * (K * Real.cos θ)) := by
  have h : ∀ θ : ℝ, ∫ q in Ioi (0 : ℝ),
      coulomb q * (Real.exp (-q ^ 2 / 2) * Real.cos (q * (K * Real.cos θ))) * q
      = 2 * π * ∫ q in Ioi (0 : ℝ),
        Real.exp (-q ^ 2 / 2) * Real.cos (q * (K * Real.cos θ)) := by
    intro θ
    rw [← integral_const_mul]
    refine setIntegral_congr_fun measurableSet_Ioi fun q hq => ?_
    have hq0 : q ≠ 0 := (mem_Ioi.mp hq).ne'
    simp only [coulomb]
    field_simp
  unfold binding
  simp only [h]
  rw [intervalIntegral.integral_const_mul, ← mul_assoc]
  congr 1
  field_simp
```

Inserting the radial formula with \(a=K\cos\theta\) leaves the average over directions.

```lean
/-- The binding energy is an average of Gaussians over the direction of the momentum transfer. -/
theorem binding_eq_average (K : ℝ) :
    binding K = √(π / 2) * (1 / (2 * π) *
      ∫ θ in (0 : ℝ)..(2 * π), Real.exp (-(K * Real.cos θ) ^ 2 / 2)) := by
  rw [binding_eq_integral]
  simp only [radial_integral]
  rw [intervalIntegral.integral_const_mul]
  ring
```

The next lemma carries out the folding of the circle. In its proof, `h1` and `h2` are the substitutions on the two halves, `h3` is periodicity, and `h4` is the change of variable \(u=2\theta\). The statements `s1` and `s2` join adjacent intervals.

```lean
/-- The integral of `exp (-x cos 2θ)` over a full turn is `2π` times the Bessel function. -/
theorem integral_double_angle (x : ℝ) :
    ∫ θ in (0 : ℝ)..(2 * π), Real.exp (-(x * Real.cos (2 * θ))) = 2 * π * besselI0 x := by
  let g : ℝ → ℝ := fun u => Real.exp (-(x * Real.cos u))
  have hg : Continuous g := by fun_prop
  -- both halves of the circle give the same Bessel integral
  have h1 : ∫ u in (0 : ℝ)..π, g u = ∫ t in (0 : ℝ)..π, Real.exp (x * Real.cos t) := by
    have h := intervalIntegral.integral_comp_sub_left (a := 0) (b := π) g π
    simpa [g, Real.cos_pi_sub] using h.symm
  have h2 : ∫ u in π..(2 * π), g u = ∫ t in (0 : ℝ)..π, Real.exp (x * Real.cos t) := by
    have h := intervalIntegral.integral_comp_add_right (a := 0) (b := π) g π
    rw [zero_add, ← two_mul] at h
    rw [← h]
    simp [g, Real.cos_add_pi]
  have h3 : ∫ u in (2 * π)..(2 * (2 * π)), g u = ∫ u in (0 : ℝ)..(2 * π), g u := by
    have h := intervalIntegral.integral_comp_add_right (a := 0) (b := 2 * π) g (2 * π)
    rw [zero_add, ← two_mul] at h
    rw [← h]
    simp only [g, Real.cos_add_two_pi]
  have s1 := intervalIntegral.integral_add_adjacent_intervals (μ := volume)
    (hg.intervalIntegrable 0 π) (hg.intervalIntegrable π (2 * π))
  have s2 := intervalIntegral.integral_add_adjacent_intervals (μ := volume)
    (hg.intervalIntegrable 0 (2 * π)) (hg.intervalIntegrable (2 * π) (2 * (2 * π)))
  have h4 := intervalIntegral.integral_comp_mul_left (a := 0) (b := 2 * π) g
    (two_ne_zero : (2 : ℝ) ≠ 0)
  rw [mul_zero, smul_eq_mul, ← s2, h3, ← s1, h1, h2] at h4
  have hb : 2 * π * besselI0 x = 2 * ∫ t in (0 : ℝ)..π, Real.exp (x * Real.cos t) := by
    unfold besselI0
    rw [← mul_assoc]
    congr 1
    field_simp
  rw [hb]
  refine h4.trans ?_
  ring
```

The main theorem has no hypothesis on the real number `K`. It says that the plane integral defined above equals \(\sqrt{\pi/2}\,e^{-K^2/4}I_0(K^2/4)\); at \(K=0\) this is \(\sqrt{\pi/2}\). The proof splits the exponential by the double-angle formula, takes the constant factor out of the integral, and applies the preceding lemma.

```lean
/-- Closed form of the magnetoexciton dispersion in the lowest Landau level, for every
momentum `K`. -/
theorem binding_eq_bessel (K : ℝ) :
    binding K = √(π / 2) * Real.exp (-K ^ 2 / 4) * besselI0 (K ^ 2 / 4) := by
  have h : ∀ θ : ℝ, Real.exp (-(K * Real.cos θ) ^ 2 / 2)
      = Real.exp (-K ^ 2 / 4) * Real.exp (-(K ^ 2 / 4 * Real.cos (2 * θ))) := by
    intro θ
    rw [← Real.exp_add, Real.cos_two_mul]
    congr 1
    ring
  rw [binding_eq_average]
  simp only [h]
  rw [intervalIntegral.integral_const_mul, integral_double_angle]
  have hpi : π ≠ 0 := Real.pi_ne_zero
  field_simp
```

## Strict decrease and the polynomial bounds

`StrictAntiOn binding (Ici 0)` says that \(B\) decreases strictly on \([0,\infty)\). The proof compares the two integrands at every angle and supplies \(\theta=0\) as the point where the inequality is strict.

```lean
/-- The binding energy is strictly decreasing in `K` for `K ≥ 0`. -/
theorem binding_strictAntiOn : StrictAntiOn binding (Ici 0) := by
  intro K hK L _ hKL
  have hK0 : 0 ≤ K := hK
  have hsq : K ^ 2 < L ^ 2 := by nlinarith
  rw [binding_eq_average, binding_eq_average]
  refine mul_lt_mul_of_pos_left (mul_lt_mul_of_pos_left ?_ (by positivity)) (by positivity)
  refine intervalIntegral.integral_lt_integral_of_continuousOn_of_le_of_exists_lt
    (by positivity) (Continuous.continuousOn (by fun_prop))
    (Continuous.continuousOn (by fun_prop)) (fun θ _ => ?_)
    ⟨0, ⟨le_rfl, by positivity⟩, ?_⟩
  · apply Real.exp_le_exp.mpr
    nlinarith [mul_le_mul_of_nonneg_right hsq.le (sq_nonneg (Real.cos θ))]
  · apply Real.exp_lt_exp.mpr
    rw [Real.cos_zero]
    linarith
```

The restriction to nonnegative momenta is needed. Since \(B\) depends on \(K\) only through \(K^2\), we have \(B(-1)=B(1)\) although \(-1<1\), so \(B\) is not strictly decreasing on the whole line.

The last theorem gives the two polynomial bounds for every real `K`. In its proof, `hexp` is the upper bound on \(e^{-y}\), and `hI` integrates a constant minus \(K^2\cos^2\theta/2\) over the circle. The statements `lo` and `hi` integrate the pointwise bounds, and division by \(2\pi\) turns them into bounds on the average. The condition \(y\ge0\) in `hexp` holds because \(y\) is half a square.

```lean
/-- The binding energy is quadratic in the momentum up to an explicit quartic error. -/
theorem binding_quadratic_bounds (K : ℝ) :
    √(π / 2) * (1 - K ^ 2 / 4) ≤ binding K ∧
      binding K ≤ √(π / 2) * (1 - K ^ 2 / 4 + K ^ 4 / 8) := by
  have hexp : ∀ y : ℝ, 0 ≤ y → Real.exp (-y) ≤ 1 - y + y ^ 2 / 2 := by
    intro y hy
    have h1 := Real.quadratic_le_exp_of_nonneg hy
    have hp : 0 ≤ 1 - y + y ^ 2 / 2 := by nlinarith [sq_nonneg (y - 1)]
    rw [Real.exp_neg, ← one_div, div_le_iff₀ (Real.exp_pos y)]
    nlinarith [mul_le_mul_of_nonneg_left h1 hp, sq_nonneg (y ^ 2)]
  have hI : ∀ c : ℝ, ∫ θ in (0 : ℝ)..(2 * π), (c - K ^ 2 / 2 * Real.cos θ ^ 2)
      = 2 * π * (c - K ^ 2 / 4) := by
    intro c
    rw [intervalIntegral.integral_sub, intervalIntegral.integral_const,
      intervalIntegral.integral_const_mul, integral_cos_sq]
    · simp only [smul_eq_mul, Real.sin_two_pi, Real.sin_zero]
      ring
    · exact Continuous.intervalIntegrable (by fun_prop) _ _
    · exact Continuous.intervalIntegrable (by fun_prop) _ _
  have hpi : 0 < 2 * π := by positivity
  -- bound the Gaussian at each angle, then average
  have lo : 2 * π * (1 - K ^ 2 / 4)
      ≤ ∫ θ in (0 : ℝ)..(2 * π), Real.exp (-(K * Real.cos θ) ^ 2 / 2) := by
    rw [← hI 1]
    refine intervalIntegral.integral_mono_on hpi.le
      (Continuous.intervalIntegrable (by fun_prop) _ _)
      (Continuous.intervalIntegrable (by fun_prop) _ _) fun θ _ => ?_
    have h := Real.add_one_le_exp (-(K * Real.cos θ) ^ 2 / 2)
    linarith [mul_pow K (Real.cos θ) 2]
  have hi : ∫ θ in (0 : ℝ)..(2 * π), Real.exp (-(K * Real.cos θ) ^ 2 / 2)
      ≤ 2 * π * (1 + K ^ 4 / 8 - K ^ 2 / 4) := by
    rw [← hI (1 + K ^ 4 / 8)]
    refine intervalIntegral.integral_mono_on hpi.le
      (Continuous.intervalIntegrable (by fun_prop) _ _)
      (Continuous.intervalIntegrable (by fun_prop) _ _) fun θ _ => ?_
    have h := hexp ((K * Real.cos θ) ^ 2 / 2) (by positivity)
    rw [← neg_div] at h
    have hc : (Real.cos θ ^ 2) ^ 2 ≤ 1 :=
      pow_le_one₀ (sq_nonneg _) (Real.cos_sq_le_one θ)
    have hk : K ^ 4 * (Real.cos θ ^ 2) ^ 2 ≤ K ^ 4 * 1 :=
      mul_le_mul_of_nonneg_left hc (by positivity)
    refine h.trans ?_
    linarith
  rw [binding_eq_average, one_div, inv_mul_eq_div]
  constructor
  · refine mul_le_mul_of_nonneg_left ?_ (Real.sqrt_nonneg _)
    rw [le_div_iff₀ hpi]
    linarith
  · refine mul_le_mul_of_nonneg_left ?_ (Real.sqrt_nonneg _)
    rw [div_le_iff₀ hpi]
    linarith

end

end MagnetoexcitonDispersion
```

```lean
#print axioms MagnetoexcitonDispersion.radial_integrable
#print axioms MagnetoexcitonDispersion.binding_eq_bessel
#print axioms MagnetoexcitonDispersion.binding_strictAntiOn
#print axioms MagnetoexcitonDispersion.binding_quadratic_bounds
```

```
'MagnetoexcitonDispersion.radial_integrable' depends on axioms: [propext, Classical.choice, Quot.sound]
'MagnetoexcitonDispersion.binding_eq_bessel' depends on axioms: [propext, Classical.choice, Quot.sound]
'MagnetoexcitonDispersion.binding_strictAntiOn' depends on axioms: [propext, Classical.choice, Quot.sound]
'MagnetoexcitonDispersion.binding_quadratic_bounds' depends on axioms: [propext, Classical.choice, Quot.sound]
```
